# A zero-row-sum quadratic response at uniform density fixes the symmetric kernel of a \(\rho^{5/6}\) nonlocal energy

## Two sites

Take two sites with densities \(\rho_1,\rho_2>0\), and let real numbers \(a,b,d\) define the energy

\[
E=a\,\rho_1^{5/3}+2b\,\rho_1^{5/6}\rho_2^{5/6}+d\,\rho_2^{5/3}.
\]

Perturb a uniform density \(n>0\) by setting \(\rho_i=n+t x_i\). The second \(t\)-derivative at \(t=0\) is

\[
n^{-1/3}\Big[\big(\tfrac{10}{9}a-\tfrac{5}{18}b\big)x_1^2+\tfrac{25}{9}b\,x_1x_2+\big(\tfrac{10}{9}d-\tfrac{5}{18}b\big)x_2^2\Big].
\]

Suppose that it must equal \(m(x_1-x_2)^2\) for all \(x_1,x_2\), with \(m\) a given real number. The cross term gives \(b=-\tfrac{18}{25}n^{1/3}m\), and the squares then give \(a=d=\tfrac{18}{25}n^{1/3}m\). The target is unchanged by a uniform shift of the density, and the kernel has inherited this property: \(a+b=b+d=0\), although nothing of the kind was imposed.

## The general claim and its derivation

Let \(i,j\) run over a finite set of sites. For a real symmetric matrix \(w\), the kernel, and real exponents \(\alpha,\beta\), define

\[
E[\rho]=\sum_{ij}\rho_i^{\alpha}\,w_{ij}\,\rho_j^{\beta},\qquad \rho_i=n+t x_i,\quad n>0 .
\]

Let \(M\) be a real symmetric matrix with zero row sums, and suppose that \(\alpha,\beta\neq0\) and \(\alpha+\beta\neq0,1\). Then the second \(t\)-derivative of \(E\) at \(t=0\) equals \(\langle x,Mx\rangle=\sum_{ij}x_iM_{ij}x_j\) for every \(x\) exactly when

\[
w=\frac{n^{2-\alpha-\beta}}{2\alpha\beta}\,M .
\]

For \(\alpha=\beta=5/6\) this is \(w=\tfrac{18}{25}n^{1/3}M\).

**Differentiation.** For small \(|t|\) all densities are positive, and

\[
E'(t)=\sum_{ij}w_{ij}\big[\alpha x_i\,\rho_i^{\alpha-1}\rho_j^{\beta}+\beta x_j\,\rho_i^{\alpha}\rho_j^{\beta-1}\big].
\]

After a second differentiation at \(t=0\), every term carries the same power of \(n\):

\[
E''(0)=n^{\alpha+\beta-2}\sum_{ij}w_{ij}\big[\alpha(\alpha-1)x_i^2+2\alpha\beta\,x_ix_j+\beta(\beta-1)x_j^2\big].
\]

**The response matrix.** Write \(r_i=\sum_j w_{ij}\) for the row sums. Since \(w\) is symmetric, \(\sum_{ij}w_{ij}x_j^2=\sum_{ij}w_{ij}x_i^2=\sum_i r_ix_i^2\). Hence \(E''(0)=\langle x,Rx\rangle\) with

\[
R=n^{\alpha+\beta-2}\big[2\alpha\beta\,w+(\alpha(\alpha-1)+\beta(\beta-1))\,\mathrm{diag}(r)\big].
\]

**Polarization.** Let \(e_i\) be the unit vector on site \(i\). The choice \(x=e_i\) gives \(R_{ii}\), and \(x=e_i+e_j\) gives \(R_{ii}+R_{jj}+2R_{ij}\). The quadratic form therefore determines the symmetric matrix, and \(R=M\).

**Row sums.** Summing row \(i\) of \(R\), and using \(2\alpha\beta+\alpha^2-\alpha+\beta^2-\beta=(\alpha+\beta)(\alpha+\beta-1)\), we get

\[
0=\sum_jM_{ij}=n^{\alpha+\beta-2}(\alpha+\beta)(\alpha+\beta-1)\,r_i .
\]

The prefactor is nonzero, so \(r_i=0\). The diagonal term disappears, \(M=2\alpha\beta\,n^{\alpha+\beta-2}w\), and the formula for \(w\) follows. Conversely, that \(w\) is symmetric with zero row sums, so its response matrix is \(M\).

## The kernel in an orbital-free calculation

Orbital-free density-functional codes use nonlocal kinetic-energy terms of this type, and the result gives their kernel normalisation for a finite grid, a density-independent kernel and second order about one uniform density. There \(M\) represents what remains of the inverse Lindhard response, taken as an energy curvature, after the Thomas–Fermi and von Weizsäcker parts are subtracted. This remainder vanishes at zero wave vector, which is the physical content of the zero row sums: the local term already accounts for a uniform change of density.

On a periodic grid with translation-invariant \(M\), the discrete Fourier transform turns the formula into \(\hat w(q)=\tfrac{18}{25}n^{1/3}\hat M(q)\), with \(\hat w(0)=0\). The code transforms \(\rho^{5/6}\), multiplies by \(\hat w\), transforms back, multiplies by \(\rho^{5/6}\) and sums. The central difference \([E(h)-2E(0)+E(-h)]/h^2\) at small \(h\) should then approach \(\langle x,Mx\rangle\). If the second-order energy is instead written as \(\langle x,Kx\rangle\), without a factor \(\tfrac12\), then \(M=2K\). Cell-volume factors must be treated alike in \(M\) and \(w\).

## Energy and curvature in Lean

The finite type `ι` is the set of sites. A density is a function `ι → ℝ`, and a kernel is a real square matrix.

```lean
import Mathlib

open Matrix Filter Topology

namespace WeaklyInhomogeneousGas

noncomputable section

variable {ι : Type*} [Fintype ι]
```

The energy is the double sum above, with real powers.

```lean
/-- The nonlocal energy `∑ ρᵢ^α wᵢⱼ ρⱼ^β` of a density `ρ` on a finite set of sites. -/
def nonlocalEnergy (α β : ℝ) (w : Matrix ι ι ℝ) (ρ : ι → ℝ) : ℝ :=
  ∑ i, ∑ j, ρ i ^ α * w i j * ρ j ^ β
```

The curvature is defined as an iterated derivative, so the quadratic formula for it has to be proved. The perturbation `x` is arbitrary; it need not conserve the particle number.

```lean
/-- The second derivative at `t = 0` of the nonlocal energy along the densities `n + t xᵢ`. -/
def curvature (α β n : ℝ) (w : Matrix ι ι ℝ) (x : ι → ℝ) : ℝ :=
  deriv (deriv fun t : ℝ => nonlocalEnergy α β w (fun i => n + t * x i)) 0
```

`energySlope` is the formula for \(E'(t)\).

```lean
/-- The expression for the first derivative of the energy along the densities `n + t xᵢ`. -/
def energySlope (α β n : ℝ) (w : Matrix ι ι ℝ) (x : ι → ℝ) (t : ℝ) : ℝ :=
  ∑ i, ∑ j, (α * x i * (n + t * x i) ^ (α - 1) * w i j * (n + t * x j) ^ β
    + (n + t * x i) ^ α * w i j * (β * x j * (n + t * x j) ^ (β - 1)))
```

## Differentiating twice

The first lemma is the chain rule for \((n+ty)^p\) at a point where the density is positive.

```lean
/-- The derivative of a power of the local density with respect to the perturbation strength. -/
theorem hasDerivAt_power (n y p t : ℝ) (h : 0 < n + t * y) :
    HasDerivAt (fun s : ℝ => (n + s * y) ^ p) (p * y * (n + t * y) ^ (p - 1)) t := by
  have h1 : HasDerivAt (fun s : ℝ => n + s * y) y t :=
    (((hasDerivAt_id' t).mul_const y).const_add n).congr_deriv (one_mul y)
  exact (h1.rpow_const (Or.inl h.ne')).congr_deriv (by ring)
```

The product rule, applied to each term of the double sum, gives the first derivative.

```lean
/-- Where all densities are positive, the energy has derivative `energySlope`. -/
theorem hasDerivAt_energy (α β n t : ℝ) (w : Matrix ι ι ℝ) (x : ι → ℝ)
    (h : ∀ i, 0 < n + t * x i) :
    HasDerivAt (fun s : ℝ => nonlocalEnergy α β w (fun i => n + s * x i))
      (energySlope α β n w x t) t := by
  simp only [nonlocalEnergy, energySlope]
  refine HasDerivAt.fun_sum fun i _ => HasDerivAt.fun_sum fun j _ => ?_
  exact ((hasDerivAt_power n (x i) α t (h i)).mul_const (w i j)).fun_mul
    (hasDerivAt_power n (x j) β t (h j))
```

The next theorem is the formula for \(E''(0)\), which holds for any kernel, symmetric or not. `hpos` says that all densities are positive for \(t\) near 0, which uses the finiteness of the set of sites. `hd` then identifies the derivative of the energy with `energySlope` in a neighbourhood of 0, as a second differentiation requires. Lean's `deriv` returns 0 where a function is not differentiable, but `h2` establishes a genuine derivative here. The equations `e1`, `e2` and `e3` collect the powers of \(n\).

```lean
/-- The curvature of the energy about the uniform gas, for an arbitrary kernel. -/
theorem curvature_eq (α β : ℝ) {n : ℝ} (hn : 0 < n) (w : Matrix ι ι ℝ) (x : ι → ℝ) :
    curvature α β n w x = n ^ (α + β - 2) * ∑ i, ∑ j, w i j *
      (α * (α - 1) * x i ^ 2 + 2 * α * β * x i * x j + β * (β - 1) * x j ^ 2) := by
  -- all densities stay positive for small t
  have hpos : ∀ᶠ t in 𝓝 (0 : ℝ), ∀ i, 0 < n + t * x i := by
    refine eventually_all.2 fun i => ?_
    have hc : Continuous fun t : ℝ => n + t * x i := by fun_prop
    exact (hc.tendsto 0).eventually_const_lt (by simpa using hn)
  have hd : deriv (fun t : ℝ => nonlocalEnergy α β w (fun i => n + t * x i))
      =ᶠ[𝓝 0] fun t => energySlope α β n w x t :=
    hpos.mono fun t ht => (hasDerivAt_energy α β n t w x ht).deriv
  -- differentiate the slope at the uniform density
  have h2 : HasDerivAt (fun t => energySlope α β n w x t)
      (∑ i, ∑ j, n ^ (α + β - 2) * (w i j *
        (α * (α - 1) * x i ^ 2 + 2 * α * β * x i * x j + β * (β - 1) * x j ^ 2))) 0 := by
    simp only [energySlope]
    refine HasDerivAt.fun_sum fun i _ => HasDerivAt.fun_sum fun j _ => ?_
    have a := fun (p : ℝ) (k : ι) =>
      hasDerivAt_power n (x k) p 0 (by simpa using hn)
    have e := ((((a (α - 1) i).const_mul (α * x i)).mul_const (w i j)).fun_mul
      (a β j)).fun_add
      (((a α i).mul_const (w i j)).fun_mul ((a (β - 1) j).const_mul (β * x j)))
    refine e.congr_deriv ?_
    simp only [zero_mul, add_zero]
    have e1 : n ^ (α - 1 - 1) * n ^ β = n ^ (α + β - 2) := by
      rw [← Real.rpow_add hn]; congr 1; ring
    have e2 : n ^ (α - 1) * n ^ (β - 1) = n ^ (α + β - 2) := by
      rw [← Real.rpow_add hn]; congr 1; ring
    have e3 : n ^ α * n ^ (β - 1 - 1) = n ^ (α + β - 2) := by
      rw [← Real.rpow_add hn]; congr 1; ring
    linear_combination α * (α - 1) * x i ^ 2 * w i j * e1
      + 2 * α * β * x i * x j * w i j * e2 + β * (β - 1) * x j ^ 2 * w i j * e3
  refine (hd.deriv_eq.trans h2.deriv).trans ?_
  simp only [Finset.mul_sum]
```

## From the curvature to a matrix

`response` is the matrix \(R\), with the row sums of `w` on the diagonal of its second part.

```lean
variable [DecidableEq ι]

/-- The response matrix: a multiple of the kernel plus a diagonal part made of its row sums. -/
def response (α β n : ℝ) (w : Matrix ι ι ℝ) : Matrix ι ι ℝ :=
  n ^ (α + β - 2) • ((2 * α * β) • w
    + (α * (α - 1) + β * (β - 1)) • diagonal (fun i => ∑ j, w i j))
```

In the next proof, `hcol` is the exchange of indices that uses the symmetry of \(w\). `hsplit` separates the three sums, and `hq` and `hdiag` recognise them as quadratic forms. In the statement, `x ⬝ᵥ A *ᵥ x` is \(\langle x,Ax\rangle\).

```lean
/-- For a symmetric kernel the curvature is the quadratic form of the response matrix. -/
theorem curvature_eq_response (α β : ℝ) {n : ℝ} (hn : 0 < n) {w : Matrix ι ι ℝ}
    (hw : w.IsSymm) (x : ι → ℝ) :
    curvature α β n w x = x ⬝ᵥ response α β n w *ᵥ x := by
  have hcol : ∑ i, ∑ j, w i j * x j ^ 2 = ∑ i, ∑ j, w i j * x i ^ 2 := by
    rw [Finset.sum_comm]
    exact Finset.sum_congr rfl fun i _ => Finset.sum_congr rfl fun j _ => by
      rw [hw.apply i j]
  have hsplit : ∑ i, ∑ j, w i j *
      (α * (α - 1) * x i ^ 2 + 2 * α * β * x i * x j + β * (β - 1) * x j ^ 2)
      = α * (α - 1) * (∑ i, ∑ j, w i j * x i ^ 2)
        + 2 * α * β * (∑ i, ∑ j, w i j * (x i * x j))
        + β * (β - 1) * (∑ i, ∑ j, w i j * x j ^ 2) := by
    simp only [Finset.mul_sum, ← Finset.sum_add_distrib]
    exact Finset.sum_congr rfl fun i _ => Finset.sum_congr rfl fun j _ => by ring
  have hq : x ⬝ᵥ w *ᵥ x = ∑ i, ∑ j, w i j * (x i * x j) := by
    simp only [dotProduct, mulVec, Finset.mul_sum]
    exact Finset.sum_congr rfl fun i _ => Finset.sum_congr rfl fun j _ => by ring
  have hdiag : x ⬝ᵥ diagonal (fun i => ∑ j, w i j) *ᵥ x
      = ∑ i, ∑ j, w i j * x i ^ 2 := by
    simp only [dotProduct, mulVec_diagonal, Finset.sum_mul, Finset.mul_sum]
    exact Finset.sum_congr rfl fun i _ => Finset.sum_congr rfl fun j _ => by ring
  rw [curvature_eq α β hn, hsplit, hcol]
  simp only [response, smul_mulVec, add_mulVec, dotProduct_smul, dotProduct_add, smul_eq_mul]
  rw [hq, hdiag]
  ring
```

Polarization uses the three test vectors \(e_i\), \(e_j\) and \(e_i+e_j\), written with `Pi.single`; `linarith` solves for the matrix entry.

```lean
/-- Two symmetric matrices with the same quadratic form are equal. -/
theorem eq_of_quadratic {A B : Matrix ι ι ℝ} (hA : A.IsSymm) (hB : B.IsSymm)
    (h : ∀ x : ι → ℝ, x ⬝ᵥ A *ᵥ x = x ⬝ᵥ B *ᵥ x) : A = B := by
  ext i j
  have h1 := h (Pi.single i 1)
  have h2 := h (Pi.single j 1)
  have h3 := h (Pi.single i 1 + Pi.single j 1)
  simp only [mulVec_add, dotProduct_add, add_dotProduct, mulVec_single_one,
    single_one_dotProduct, Matrix.col_apply] at h1 h2 h3
  linarith [hA.apply i j, hB.apply i j]
```

## Row sums and the kernel

Two lemmas describe the response matrix: one gives its row sums, and the other its form once the row sums of the kernel vanish.

```lean
/-- Each row sum of the response matrix is `n^(α+β-2) (α+β)(α+β-1)` times that of the kernel. -/
theorem response_row_sum (α β n : ℝ) (w : Matrix ι ι ℝ) (i : ι) :
    ∑ j, response α β n w i j
      = n ^ (α + β - 2) * ((α + β) * (α + β - 1)) * ∑ j, w i j := by
  simp only [response, Matrix.smul_apply, Matrix.add_apply, smul_eq_mul, ← Finset.mul_sum,
    Finset.sum_add_distrib, diagonal_apply, Finset.sum_ite_eq, Finset.mem_univ, if_true]
  ring

/-- For a kernel with zero row sums the response matrix is a multiple of the kernel. -/
theorem response_of_row_sum_zero (α β n : ℝ) {w : Matrix ι ι ℝ} (h : ∀ i, ∑ j, w i j = 0) :
    response α β n w = (n ^ (α + β - 2) * (2 * α * β)) • w := by
  ext i j
  simp only [response, Matrix.smul_apply, Matrix.add_apply, smul_eq_mul, diagonal_apply, h,
    ite_self, mul_zero, add_zero]
  ring
```

The main theorem is an equivalence for each matrix `w`. From right to left, the stated multiple of \(M\) is symmetric and has the required curvature; from left to right, no other symmetric kernel does. Zero row sums are assumed for \(M\) only. In the forward direction, `hR` is \(R=M\) and `hr` is \(r_i=0\), where the hypotheses `hs0` and `hs1` on \(\alpha+\beta\) enter. The equation `hc` then inverts the prefactor.

```lean
/-- Let `M` be symmetric with zero row sums, `n > 0`, `α` and `β` nonzero, and `α + β` neither `0`
nor `1`. A kernel is symmetric and has curvature `⟨x, M x⟩` for every `x` exactly when it is
`n^(2-α-β) / (2αβ)` times `M`. -/
theorem kernel_iff {α β n : ℝ} (hn : 0 < n) (hα : α ≠ 0) (hβ : β ≠ 0)
    (hs0 : α + β ≠ 0) (hs1 : α + β ≠ 1) {M : Matrix ι ι ℝ} (hM : M.IsSymm)
    (hM0 : ∀ i, ∑ j, M i j = 0) (w : Matrix ι ι ℝ) :
    (w.IsSymm ∧ ∀ x, curvature α β n w x = x ⬝ᵥ M *ᵥ x) ↔
      w = (n ^ (2 - α - β) / (2 * α * β)) • M := by
  have hP : n ^ (2 - α - β) * n ^ (α + β - 2) = 1 := by
    rw [← Real.rpow_add hn, show 2 - α - β + (α + β - 2) = 0 by ring, Real.rpow_zero]
  have h2 : 2 * α * β ≠ 0 := mul_ne_zero (mul_ne_zero two_ne_zero hα) hβ
  have hc : n ^ (2 - α - β) / (2 * α * β) * (n ^ (α + β - 2) * (2 * α * β)) = 1 := by
    rw [div_mul_eq_mul_div, div_eq_one_iff_eq h2]
    linear_combination (2 * α * β) * hP
  constructor
  · rintro ⟨hw, h⟩
    have hS : (response α β n w).IsSymm :=
      ((hw.smul _).add ((isSymm_diagonal _).smul _)).smul _
    have hR : response α β n w = M :=
      eq_of_quadratic hS hM fun x => by rw [← curvature_eq_response α β hn hw, h]
    -- the row sums of the kernel are forced to vanish
    have hr : ∀ i, ∑ j, w i j = 0 := by
      intro i
      have hi := response_row_sum α β n w i
      rw [hR, hM0] at hi
      exact (mul_eq_zero.1 hi.symm).resolve_left
        (mul_ne_zero (Real.rpow_pos_of_pos hn _).ne' (mul_ne_zero hs0 (sub_ne_zero.2 hs1)))
    rw [response_of_row_sum_zero α β n hr] at hR
    rw [← hR, smul_smul, hc, one_smul]
  · rintro rfl
    have hw := hM.smul (n ^ (2 - α - β) / (2 * α * β))
    refine ⟨hw, fun x => ?_⟩
    rw [curvature_eq_response α β hn hw, response_of_row_sum_zero α β n (fun i => by
      simp only [Matrix.smul_apply, smul_eq_mul, ← Finset.mul_sum, hM0, mul_zero]),
      smul_smul, (mul_comm _ _).trans hc, one_smul]
```

The matrix \(M\) is a given here: its derivation from the electron gas, the continuum limit and higher orders in \(t\) are not treated. For equal exponents the energy depends only on the symmetric part of \(w\), so requiring symmetry merely selects a representative; for unequal exponents and at least two sites it is a real restriction.

With both exponents \(5/6\), the prefactor is \(n^{1/3}/(25/18)\).

```lean
/-- Let `M` be symmetric with zero row sums and `n > 0`. With both exponents `5/6`, a kernel is
symmetric and has curvature `⟨x, M x⟩` for every `x` exactly when it is `(18/25) n^(1/3) M`. -/
theorem kernel_five_sixths {n : ℝ} (hn : 0 < n) {M : Matrix ι ι ℝ} (hM : M.IsSymm)
    (hM0 : ∀ i, ∑ j, M i j = 0) (w : Matrix ι ι ℝ) :
    (w.IsSymm ∧ ∀ x, curvature (5 / 6) (5 / 6) n w x = x ⬝ᵥ M *ᵥ x) ↔
      w = (18 / 25 * n ^ (1 / 3 : ℝ)) • M := by
  have hc : n ^ (2 - 5 / 6 - 5 / 6 : ℝ) / (2 * (5 / 6) * (5 / 6))
      = 18 / 25 * n ^ (1 / 3 : ℝ) := by
    rw [show (2 - 5 / 6 - 5 / 6 : ℝ) = 1 / 3 by norm_num]
    ring
  rw [← hc]
  exact kernel_iff hn (by norm_num) (by norm_num) (by norm_num) (by norm_num) hM hM0 w
```

## Exponents that add up to one

For \(\alpha+\beta=1\) the identity kernel has energy \(\sum_i\rho_i\), which is linear in \(t\), so its curvature is zero. The zero kernel has zero curvature as well. As soon as there is at least one site these two kernels differ, and uniqueness fails for \(M=0\). The theorem below supplies the zero curvature of the identity kernel by showing that its response matrix vanishes.

```lean
/-- If the exponents add up to one, the identity kernel has zero curvature. -/
theorem curvature_one_eq_zero (α : ℝ) {n : ℝ} (hn : 0 < n) (x : ι → ℝ) :
    curvature α (1 - α) n (1 : Matrix ι ι ℝ) x = 0 := by
  have h : response α (1 - α) n (1 : Matrix ι ι ℝ) = 0 := by
    ext i j
    simp only [response, Matrix.smul_apply, Matrix.add_apply, smul_eq_mul, diagonal_apply,
      Matrix.one_apply, Finset.sum_ite_eq, Finset.mem_univ, if_true, Matrix.zero_apply]
    split_ifs <;> ring
  rw [curvature_eq_response α (1 - α) hn isSymm_one, h, zero_mulVec, dotProduct_zero]

end

end WeaklyInhomogeneousGas
```

```lean
#print axioms WeaklyInhomogeneousGas.response_of_row_sum_zero
#print axioms WeaklyInhomogeneousGas.kernel_five_sixths
#print axioms WeaklyInhomogeneousGas.curvature_one_eq_zero
```

```
'WeaklyInhomogeneousGas.response_of_row_sum_zero' depends on axioms: [propext, Classical.choice, Quot.sound]
'WeaklyInhomogeneousGas.kernel_five_sixths' depends on axioms: [propext, Classical.choice, Quot.sound]
'WeaklyInhomogeneousGas.curvature_one_eq_zero' depends on axioms: [propext, Classical.choice, Quot.sound]
```
